# The energy of least fourth-power error lies on the side of the weighted mean energy given by the sign of the third central moment

I have two levels, at energies 0 and 1 with weights 8 and 1, and I want one linearization energy x for both. I took the weighted mean, 1/9. But the error I am trying to reduce is

F(x) = 8x⁴ + (1 − x)⁴,

and setting its derivative to zero gives 2x = 1 − x, so x = 1/3. There F is less than half its value at the mean. Why is the mean so far off, and can I tell in advance which way to move?

## The skewness of the band sets the direction

The mean balances the deviations themselves, whereas the minimum of F balances their cubes, so the distant light level pulls harder. The sign of the third central moment tells you which way to move.

Take levels E_i with weights w_i ≥ 0 and total W > 0. Let m be the weighted mean, e_i = E_i − m, and μ_k = (∑ w_i e_i^k)/W. Since ∑ w_i e_i = 0, expanding F(m + d) = ∑ w_i (e_i − d)⁴ leaves

F(m + d) = W(μ₄ − 4μ₃d + 6μ₂d² + d⁴).

If F is least at x = m + d, its derivative W(−4μ₃ + 12μ₂d + 4d³) vanishes there, so

d(d² + 3μ₂) = μ₃.

Because μ₂ ≥ 0, the bracket is positive whenever d ≠ 0. Hence d and μ₃ have the same sign, and one vanishes exactly when the other does. In your example μ₂ = 8/81, μ₃ = 56/729 and d = 2/9.

Taking absolute values gives 3μ₂|d| ≤ |μ₃|. Inserting the cubic into F(m) − F(x) = W(4μ₃d − 6μ₂d² − d⁴) gives the cost of using the mean:

F(m) − F(x) = W(3d⁴ + 6μ₂d²).

If the band is symmetric about c, in its weights as well as its energies, relabelling each level by its mirror image gives Wm = 2cW − Wm, so m = c. It also turns ∑ w_i (E_i − c)³ into its own negative, so μ₃ = 0 and x = c.

The non-negative weights matter: positive total weight alone is not enough. Energies −1, 0, 1 with weights −1, 3, −1 have W = 1, m = 0 and μ₃ = 0, but F(x) = x⁴ − 12x² − 2 is least at ±√6. Here μ₂ = −2.

In the Lean file below, `ι` labels the finitely many levels, and `w` and `E` give their weights and energies. `errorMeasure` is F, without division by W; `meanEnergy` is m, which the docstrings call the band centre, and `centralMoment w E k` is the normalised μ_k. The hypothesis `hw` allows zero weights, `hW` says W > 0, and `hx` says that F at `x` is no larger than at any real `y`. The main theorem, `minimizer_position`, states the three equivalences for such an `x`. That a minimiser exists is assumed through `hx`, and uniqueness is not claimed; for your two levels, `two_level_witness` shows that 1/3 is one.

```lean
import Mathlib

namespace LinearizationEnergySkewness

noncomputable section

variable {ι : Type*} [Fintype ι]

/-- The total weight of the levels in the band. -/
def totalWeight (w : ι → ℝ) : ℝ := ∑ i, w i

/-- The fourth-order error measure of a linearization about the energy `x`. -/
def errorMeasure (w E : ι → ℝ) (x : ℝ) : ℝ := ∑ i, w i * (E i - x) ^ 4

/-- The band centre, that is the weighted mean energy, for nonzero total weight. -/
def meanEnergy (w E : ι → ℝ) : ℝ := (∑ i, w i * E i) / totalWeight w

/-- The `k`-th central moment of the band, for nonzero total weight. -/
def centralMoment (w E : ι → ℝ) (k : ℕ) : ℝ :=
  (∑ i, w i * (E i - meanEnergy w E) ^ k) / totalWeight w

/-- For nonzero total weight, the weighted deviations from the band centre sum to zero. -/
theorem sum_deviation_eq_zero (w E : ι → ℝ) (hW : totalWeight w ≠ 0) :
    ∑ i, w i * (E i - meanEnergy w E) = 0 := by
  have hm : meanEnergy w E * totalWeight w = ∑ i, w i * E i := by
    unfold meanEnergy
    field_simp
  have hs : ∑ i, w i * (E i - meanEnergy w E)
      = ∑ i, w i * E i - meanEnergy w E * totalWeight w := by
    rw [totalWeight, Finset.mul_sum, ← Finset.sum_sub_distrib]
    exact Finset.sum_congr rfl fun i _ => by ring
  rw [hs, hm, sub_self]

/-- For nonzero total weight, the error at a distance `d` from the band centre is a quartic in `d`
whose coefficients are set by the total weight and the central moments. -/
theorem errorMeasure_expansion (w E : ι → ℝ) (hW : totalWeight w ≠ 0) (d : ℝ) :
    errorMeasure w E (meanEnergy w E + d) = totalWeight w *
      (centralMoment w E 4 - 4 * centralMoment w E 3 * d
        + 6 * centralMoment w E 2 * d ^ 2 + d ^ 4) := by
  have hk : ∀ k, totalWeight w * centralMoment w E k
      = ∑ i, w i * (E i - meanEnergy w E) ^ k := by
    intro k
    unfold centralMoment
    field_simp
  have h1 := sum_deviation_eq_zero w E hW
  -- binomial expansion of each level's contribution
  have hs : errorMeasure w E (meanEnergy w E + d)
      = ∑ i, w i * (E i - meanEnergy w E) ^ 4
        - 4 * d * ∑ i, w i * (E i - meanEnergy w E) ^ 3
        + 6 * d ^ 2 * ∑ i, w i * (E i - meanEnergy w E) ^ 2
        - 4 * d ^ 3 * ∑ i, w i * (E i - meanEnergy w E)
        + d ^ 4 * totalWeight w := by
    simp only [errorMeasure, totalWeight, Finset.mul_sum, ← Finset.sum_add_distrib,
      ← Finset.sum_sub_distrib]
    exact Finset.sum_congr rfl fun i _ => by ring
  rw [hs, h1, ← hk 4, ← hk 3, ← hk 2]
  ring

/-- For positive total weight, the shift of an error-minimizing energy from the band centre
solves a cubic equation set by the second and third central moments. -/
theorem shift_equation (w E : ι → ℝ) (hW : 0 < totalWeight w) {x : ℝ}
    (hx : ∀ y, errorMeasure w E x ≤ errorMeasure w E y) :
    (x - meanEnergy w E) ^ 3 + 3 * centralMoment w E 2 * (x - meanEnergy w E)
      = centralMoment w E 3 := by
  have hfun : (fun t => errorMeasure w E (meanEnergy w E + t)) = fun t => totalWeight w *
      (centralMoment w E 4 - 4 * centralMoment w E 3 * t
        + 6 * centralMoment w E 2 * (t * t) + (t * t) * (t * t)) := by
    funext t
    rw [errorMeasure_expansion w E hW.ne' t]
    ring
  have h1 := hasDerivAt_id' (x - meanEnergy w E)
  have h2 := h1.fun_mul h1
  have hd := ((((h1.const_mul (4 * centralMoment w E 3)).const_sub
    (centralMoment w E 4)).fun_add (h2.const_mul (6 * centralMoment w E 2))).fun_add
    (h2.fun_mul h2)).const_mul (totalWeight w)
  rw [← hfun] at hd
  have hmin : IsLocalMin (fun t => errorMeasure w E (meanEnergy w E + t))
      (x - meanEnergy w E) := Filter.Eventually.of_forall fun t => by
    show errorMeasure w E (meanEnergy w E + (x - meanEnergy w E))
      ≤ errorMeasure w E (meanEnergy w E + t)
    rw [add_sub_cancel]
    exact hx _
  -- the slope vanishes at the minimum
  have h0 := (mul_eq_zero.1 (hmin.hasDerivAt_eq_zero hd)).resolve_left hW.ne'
  linear_combination h0 / 4

/-- For non-negative weights the second central moment is non-negative. -/
theorem variance_nonneg (w E : ι → ℝ) (hw : ∀ i, 0 ≤ w i) : 0 ≤ centralMoment w E 2 :=
  div_nonneg (Finset.sum_nonneg fun i _ => mul_nonneg (hw i) (sq_nonneg _))
    (Finset.sum_nonneg fun i _ => hw i)

/-- For non-negative weights with positive sum, an energy that minimizes the fourth-order error
lies above, at or below the band centre exactly when the third central moment is positive,
zero or negative. -/
theorem minimizer_position (w E : ι → ℝ) (hw : ∀ i, 0 ≤ w i) (hW : 0 < totalWeight w) {x : ℝ}
    (hx : ∀ y, errorMeasure w E x ≤ errorMeasure w E y) :
    (meanEnergy w E < x ↔ 0 < centralMoment w E 3) ∧
    (x = meanEnergy w E ↔ centralMoment w E 3 = 0) ∧
    (x < meanEnergy w E ↔ centralMoment w E 3 < 0) := by
  have h := shift_equation w E hW hx
  have hv := variance_nonneg w E hw
  rcases lt_trichotomy (meanEnergy w E) x with hlt | heq | hgt
  · have hd : 0 < x - meanEnergy w E := sub_pos.2 hlt
    have h3 : 0 < centralMoment w E 3 := by
      have hp := pow_pos hd 3
      have hq := mul_nonneg hv hd.le
      linarith
    refine ⟨⟨?_, ?_⟩, ⟨?_, ?_⟩, ⟨?_, ?_⟩⟩ <;> intro h' <;> linarith
  · have h3 : centralMoment w E 3 = 0 := by
      rw [← h, ← heq]
      ring
    refine ⟨⟨?_, ?_⟩, ⟨?_, ?_⟩, ⟨?_, ?_⟩⟩ <;> intro h' <;> linarith
  · have hd : 0 < meanEnergy w E - x := sub_pos.2 hgt
    have h3 : centralMoment w E 3 < 0 := by
      have hp := pow_pos hd 3
      have hq := mul_nonneg hv hd.le
      linarith
    refine ⟨⟨?_, ?_⟩, ⟨?_, ?_⟩, ⟨?_, ?_⟩⟩ <;> intro h' <;> linarith

/-- For non-negative weights with positive sum, the distance of an error-minimizing energy from
the band centre, times three times the variance, is at most the size of the third central
moment. -/
theorem shift_bound (w E : ι → ℝ) (hw : ∀ i, 0 ≤ w i) (hW : 0 < totalWeight w) {x : ℝ}
    (hx : ∀ y, errorMeasure w E x ≤ errorMeasure w E y) :
    3 * centralMoment w E 2 * |x - meanEnergy w E| ≤ |centralMoment w E 3| := by
  have hv := variance_nonneg w E hw
  have hf : centralMoment w E 3 = (x - meanEnergy w E) *
      ((x - meanEnergy w E) ^ 2 + 3 * centralMoment w E 2) := by
    linear_combination -shift_equation w E hW hx
  have hn : 0 ≤ (x - meanEnergy w E) ^ 2 + 3 * centralMoment w E 2 := by positivity
  rw [hf, abs_mul, abs_of_nonneg hn]
  linarith [mul_nonneg (abs_nonneg (x - meanEnergy w E)) (sq_nonneg (x - meanEnergy w E))]

/-- For positive total weight, the extra error made by linearizing at the band centre instead of at
an error-minimizing energy is fixed by the total weight, the shift between the two and the second
central moment. -/
theorem excess_error (w E : ι → ℝ) (hW : 0 < totalWeight w) {x : ℝ}
    (hx : ∀ y, errorMeasure w E x ≤ errorMeasure w E y) :
    errorMeasure w E (meanEnergy w E) - errorMeasure w E x = totalWeight w *
      (3 * (x - meanEnergy w E) ^ 4
        + 6 * centralMoment w E 2 * (x - meanEnergy w E) ^ 2) := by
  have h := shift_equation w E hW hx
  have e0 := errorMeasure_expansion w E hW.ne' 0
  have ed := errorMeasure_expansion w E hW.ne' (x - meanEnergy w E)
  rw [add_zero] at e0
  rw [add_sub_cancel] at ed
  linear_combination e0 - ed - 4 * (x - meanEnergy w E) * totalWeight w * h

/-- If a permutation of the levels reflects the energies about `c` and keeps the weights, which
are non-negative with positive sum, then an error-minimizing energy equals `c`. -/
theorem symmetric_band (w E : ι → ℝ) (hw : ∀ i, 0 ≤ w i) (hW : 0 < totalWeight w)
    (σ : Equiv.Perm ι) (c : ℝ) (hσw : ∀ i, w (σ i) = w i) (hσE : ∀ i, E (σ i) = 2 * c - E i)
    {x : ℝ} (hx : ∀ y, errorMeasure w E x ≤ errorMeasure w E y) : x = c := by
  -- reflection fixes the mean
  have hm : meanEnergy w E = c := by
    have h1 := Equiv.sum_comp σ (fun i => w i * E i)
    simp only [hσw, hσE] at h1
    have h2 : ∑ i, w i * (2 * c - E i) = 2 * c * totalWeight w - ∑ i, w i * E i := by
      rw [totalWeight, Finset.mul_sum, ← Finset.sum_sub_distrib]
      exact Finset.sum_congr rfl fun i _ => by ring
    rw [meanEnergy, div_eq_iff hW.ne']
    linarith
  -- reflection reverses the sign of the third moment
  have h3 : centralMoment w E 3 = 0 := by
    have h1 := Equiv.sum_comp σ (fun i => w i * (E i - c) ^ 3)
    simp only [hσw, hσE] at h1
    have h2 : ∑ i, w i * (2 * c - E i - c) ^ 3 = -∑ i, w i * (E i - c) ^ 3 := by
      rw [← Finset.sum_neg_distrib]
      exact Finset.sum_congr rfl fun i _ => by ring
    have h4 : ∑ i, w i * (E i - c) ^ 3 = 0 := by linarith
    rw [centralMoment, hm, h4, zero_div]
  exact ((minimizer_position w E hw hW hx).2.1.2 h3).trans hm

/-- Two levels at energies 0 and 1 with weights 8 and 1 have their band centre at 1/9, while the
fourth-order error is least at 1/3. -/
theorem two_level_witness :
    meanEnergy ![8, 1] ![0, 1] = 1 / 9 ∧
    ∀ y, errorMeasure ![8, 1] ![0, 1] (1 / 3) ≤ errorMeasure ![8, 1] ![0, 1] y := by
  constructor
  · norm_num [meanEnergy, totalWeight, Fin.sum_univ_two]
  · intro y
    have hF : ∀ z, errorMeasure ![8, 1] ![0, 1] z = 8 * (0 - z) ^ 4 + 1 * (1 - z) ^ 4 := by
      intro z
      simp [errorMeasure, Fin.sum_univ_two]
    rw [hF, hF]
    -- the difference is a square times a positive quadratic
    have hq : 0 ≤ (y - 1 / 3) ^ 2 * ((y + 1) ^ 2 + 8 * y ^ 2 + 16 / 3) := by positivity
    linarith

end

end LinearizationEnergySkewness
```

```lean
#print axioms LinearizationEnergySkewness.minimizer_position
#print axioms LinearizationEnergySkewness.shift_bound
#print axioms LinearizationEnergySkewness.excess_error
#print axioms LinearizationEnergySkewness.symmetric_band
```

```
'LinearizationEnergySkewness.minimizer_position' depends on axioms: [propext, Classical.choice, Quot.sound]
'LinearizationEnergySkewness.shift_bound' depends on axioms: [propext, Classical.choice, Quot.sound]
'LinearizationEnergySkewness.excess_error' depends on axioms: [propext, Classical.choice, Quot.sound]
'LinearizationEnergySkewness.symmetric_band' depends on axioms: [propext, Classical.choice, Quot.sound]
```

`sum_deviation_eq_zero` removes the linear moment, and `errorMeasure_expansion` is the quartic in d. `shift_equation` differentiates that quartic, uses `hmin.hasDerivAt_eq_zero` to set the slope to zero, and cancels W and the factor 4. `variance_nonneg` supplies μ₂ ≥ 0. `minimizer_position` then splits with `lt_trichotomy` into m < x, m = x and x < m, finds the sign of μ₃ in each case, and so obtains both directions of every equivalence.

`shift_bound` factors the cubic as above, `excess_error` combines it with the expansion at 0 and at d, and `symmetric_band` relabels the sums with the permutation `σ`. For your example, the proof avoids calculus by writing

F(y) − F(1/3) = (y − 1/3)²((y + 1)² + 8y² + 16/3) ≥ 0.

The fourth power stands for the leading error of a variational energy when the linearized orbital is wrong at second order in E_i − x. The weight w_i must then contain the prefactor of that error as well as the occupation of the level. For choosing the linearization energy in a muffin-tin orbital calculation, the result therefore applies to a model with finitely many fixed levels, non-negative weights independent of x, and no higher-order errors.
